# Among periodic chains with finite-range interactions, one of period at most $q^R$ has the least energy per site

Suppose you look for the ground state of a chain by enumerating repeat cells of up to ten sites. The lowest energy found is only an upper bound, because a cell of eleven sites might lie lower. The enumeration alone does not say when it is safe to stop.

For $q$ species and a site energy that depends on $R+1$ consecutive sites, the search can stop at $q^R$ sites. This applies to ground-state searches with a cluster expansion, provided that the lattice is one-dimensional, all its sites are equivalent by translation, the interactions have finite range, the composition is free to vary and only periodic chains compete.

## Energy per site of a periodic chain

In Lean 4 with Mathlib:

```lean
import Mathlib

open Finset

namespace LatticeGroundStates

noncomputable section

variable {S : Type*} {R : ℕ}
```

`S` is the set of species, and the natural number `R` is the range of the interaction. `R = 0` is allowed.

```lean
/-- The energy assigned to site `n` of a chain: a function `f` of the species on the `R + 1`
consecutive sites `n, ..., n + R`. -/
def siteEnergy (f : (Fin (R + 1) → S) → ℝ) (s : ℤ → S) (n : ℤ) : ℝ :=
  f (fun k => s (n + ((k : ℕ) : ℤ)))
```

A chain is a map `s : ℤ → S`, with species $s_n$ at site $n$. The site energy is $e_n = f(s_n,\dots,s_{n+R})$, where `Fin (R + 1)` supplies the offsets $k=0,\dots,R$. The function $f$ is arbitrary, but it is the same at every site. A chemical potential can be included in it, but the composition is not held fixed.

```lean
/-- The energy per site of a chain, averaged over a cell of `N` sites, for `N > 0`. -/
def energyPerSite (f : (Fin (R + 1) → S) → ℝ) (s : ℤ → S) (N : ℕ) : ℝ :=
  (∑ n ∈ range N, siteEnergy f s (n : ℤ)) / (N : ℝ)
```

This is the average $\frac1N\sum_{n=0}^{N-1}e_n$.

```lean
/-- The energies per site of all periodic chains, of every period. -/
def periodicEnergies (f : (Fin (R + 1) → S) → ℝ) : Set ℝ :=
  {E | ∃ (N : ℕ) (s : ℤ → S), 0 < N ∧ Function.Periodic s (N : ℤ) ∧ energyPerSite f s N = E}
```

This set collects the energies per site of all periodic chains. `Function.Periodic s N` means $s_{n+N}=s_n$ for all $n$; $N$ need not be the smallest period.

```lean
/-- The energies per site found by enumerating repeat cells of at most `K` sites. -/
def cellEnergies (f : (Fin (R + 1) → S) → ℝ) (K : ℕ) : Set ℝ :=
  {E | ∃ (N : ℕ) (s : ℤ → S), 0 < N ∧ N ≤ K ∧ Function.Periodic s (N : ℤ) ∧
    energyPerSite f s N = E}
```

Here the cell is limited to $N\le K$ sites, as in an enumeration.

A cell could also have been modelled as a map from the integers modulo $N$ to `S`. Periodicity would then be built in, but chains of different periods would be objects of different types, and comparing them would need conversions.

## One average for every choice of period

```lean
/-- The site energies of a periodic chain repeat with the period of the chain. -/
theorem siteEnergy_periodic (f : (Fin (R + 1) → S) → ℝ) {s : ℤ → S} {N : ℕ}
    (hs : Function.Periodic s (N : ℤ)) : Function.Periodic (siteEnergy f s) (N : ℤ) := by
  intro n
  unfold siteEnergy
  congr 1
  funext k
  rw [show n + (N : ℤ) + ((k : ℕ) : ℤ) = n + ((k : ℕ) : ℤ) + (N : ℤ) by ring]
  exact hs _
```

The claim is $e_{n+N}=e_n$ for every $n$. It holds because the two windows agree entry by entry, which is what `funext k` reduces the goal to.

```lean
/-- The sum of a periodic quantity over one period does not depend on the starting site. -/
theorem sum_shift {φ : ℤ → ℝ} {N : ℕ} (h : Function.Periodic φ (N : ℤ)) (a : ℕ) :
    ∑ m ∈ range N, φ ((a : ℤ) + (m : ℤ)) = ∑ m ∈ range N, φ (m : ℤ) := by
  induction a with
  | zero => simp
  | succ a ih =>
    have h1 : ∑ m ∈ range (N + 1), φ ((a : ℤ) + (m : ℤ))
        = ∑ m ∈ range N, φ ((a : ℤ) + (m : ℤ)) + φ ((a : ℤ) + (N : ℤ)) :=
      sum_range_succ _ N
    have h2 : ∑ m ∈ range (N + 1), φ ((a : ℤ) + (m : ℤ))
        = ∑ m ∈ range N, φ ((a : ℤ) + ((m + 1 : ℕ) : ℤ)) + φ ((a : ℤ) + ((0 : ℕ) : ℤ)) :=
      sum_range_succ' _ N
    have h3 : φ ((a : ℤ) + (N : ℤ)) = φ (a : ℤ) := h _
    have h4 : φ ((a : ℤ) + ((0 : ℕ) : ℤ)) = φ (a : ℤ) := by simp
    have h5 : ∑ m ∈ range N, φ (((a + 1 : ℕ) : ℤ) + (m : ℤ))
        = ∑ m ∈ range N, φ ((a : ℤ) + ((m + 1 : ℕ) : ℤ)) := by
      refine sum_congr rfl fun m _ => ?_
      congr 1
      push_cast
      ring
    linarith
```

For $\varphi$ of period $N$, $\sum_{m=0}^{N-1}\varphi(a+m)$ does not depend on $a$. Moving the start from $a$ to $a+1$ removes $\varphi(a)$ and adds $\varphi(a+N)$, which is equal to it. The proof is an induction on $a$: `h1` and `h2` split off the last and the first term of the same longer sum.

```lean
/-- The energy per site belongs to the chain: any two positive periods of the same chain give
the same average. -/
theorem energyPerSite_eq_of_periods (f : (Fin (R + 1) → S) → ℝ) {s : ℤ → S} {N M : ℕ}
    (hN : 0 < N) (hM : 0 < M) (hsN : Function.Periodic s (N : ℤ))
    (hsM : Function.Periodic s (M : ℤ)) : energyPerSite f s N = energyPerSite f s M := by
  -- a supercell of `k` cells has `k` times the energy of one cell
  have super : ∀ P : ℕ, Function.Periodic s (P : ℤ) → ∀ k : ℕ,
      ∑ n ∈ range (k * P), siteEnergy f s (n : ℤ)
        = (k : ℝ) * ∑ n ∈ range P, siteEnergy f s (n : ℤ) := by
    intro P hP k
    induction k with
    | zero => simp
    | succ k ih =>
      have h := sum_shift (siteEnergy_periodic f hP) (k * P)
      rw [add_mul, one_mul, sum_range_add, ih]
      simp only [Nat.cast_add] at h ⊢
      rw [h]
      push_cast
      ring
  have h1 := super N hsN M
  have h2 := super M hsM N
  rw [mul_comm M N] at h1
  have hN' : (N : ℝ) ≠ 0 := by positivity
  have hM' : (M : ℝ) ≠ 0 := by positivity
  unfold energyPerSite
  rw [div_eq_div_iff hN' hM']
  linarith
```

Write $\Sigma_P=\sum_{n=0}^{P-1}e_n$. If $P$ is a period, then $\Sigma_{kP}=k\,\Sigma_P$, which is the step `super`. For two periods $N$ and $M$ of one chain, $M\Sigma_N=\Sigma_{MN}=N\Sigma_M$, and division by $NM$ gives equal averages.

## Cutting a chain at a repeated block

```lean
/-- If the block of `R` species at site `a` recurs after `L > 0` sites, some chain of period `L` has
site energies whose sum over one period equals that of the original chain over the `L` sites
starting at `a`. -/
theorem exists_closed_segment (f : (Fin (R + 1) → S) → ℝ) (s : ℤ → S) (a : ℤ) (L : ℕ)
    (hL : 0 < L)
    (h : ∀ k : ℕ, k < R → s (a + (L : ℤ) + (k : ℤ)) = s (a + (k : ℤ))) :
    ∃ t : ℤ → S, Function.Periodic t (L : ℤ) ∧
      ∑ m ∈ range L, siteEnergy f t (m : ℤ) = ∑ m ∈ range L, siteEnergy f s (a + (m : ℤ)) := by
  -- the repeated segment agrees with the chain on `L + R` sites
  have agree : ∀ m : ℕ, m < L + R → s (a + (m : ℤ) % (L : ℤ)) = s (a + (m : ℤ)) := by
    intro m
    induction m using Nat.strong_induction_on with
    | _ m ih =>
      intro hm
      by_cases hlt : m < L
      · rw [Int.emod_eq_of_lt (by omega) (by omega)]
      · obtain ⟨k, rfl⟩ := Nat.exists_eq_add_of_le (not_lt.mp hlt)
        calc s (a + ((L + k : ℕ) : ℤ) % (L : ℤ)) = s (a + (k : ℤ) % (L : ℤ)) := by simp
          _ = s (a + (k : ℤ)) := ih k (by omega) (by omega)
          _ = s (a + (L : ℤ) + (k : ℤ)) := (h k (by omega)).symm
          _ = s (a + ((L + k : ℕ) : ℤ)) := by rw [Nat.cast_add, add_assoc]
  refine ⟨fun n => s (a + n % (L : ℤ)), fun n => by simp, sum_congr rfl fun m hm => ?_⟩
  unfold siteEnergy
  congr 1
  funext k
  have hk := k.isLt
  have hm' := mem_range.mp hm
  have e := agree (m + (k : ℕ)) (by omega)
  rw [Nat.cast_add, ← add_assoc] at e
  exact e
```

Assume $s_{a+L+k}=s_{a+k}$ for $0\le k<R$. Repeat the segment by setting $t_n=s_{a+(n \bmod L)}$.

The step `agree` shows that $t_m=s_{a+m}$ for $0\le m<L+R$. For $m<L$ this is the definition. For $m=L+k$ with $k<R$,
$$t_{L+k}=t_k=s_{a+k}=s_{a+L+k}.$$
The middle equality is the claim for the smaller index $k$, hence the strong induction. A window starting at $m<L$ ends at $m+R<L+R$, so every site energy is preserved, and so is the sum.

```lean
/-- For two cells with energies `x`, `y` and positive sizes `a`, `b`, at least one has an average
energy no larger than the combined average `(x + y) / (a + b)`. -/
theorem one_part_le_average (x y : ℝ) {a b : ℝ} (ha : 0 < a) (hb : 0 < b) :
    x / a ≤ (x + y) / (a + b) ∨ y / b ≤ (x + y) / (a + b) := by
  have hab : 0 < a + b := add_pos ha hb
  rcases le_total (x * b) (y * a) with h | h
  · left
    rw [div_le_div_iff₀ ha hab]
    nlinarith
  · right
    rw [div_le_div_iff₀ hb hab]
    nlinarith
```

Let two cells of sizes $a,b>0$ have energies $x,y$. Clearing denominators, $\frac xa\le\frac{x+y}{a+b}$ means $xb\le ya$, and $\frac yb\le\frac{x+y}{a+b}$ means $ya\le xb$. One of the two must hold.

```lean
/-- For every periodic chain of `q` species there is a periodic chain of period at most `q ^ R`
whose energy per site is no higher. -/
theorem exists_short_cell [Fintype S] (f : (Fin (R + 1) → S) → ℝ) (N : ℕ) :
    0 < N → ∀ s : ℤ → S, Function.Periodic s (N : ℤ) →
      ∃ (M : ℕ) (t : ℤ → S), 0 < M ∧ M ≤ Fintype.card S ^ R ∧ Function.Periodic t (M : ℤ) ∧
        energyPerSite f t M ≤ energyPerSite f s N := by
  induction N using Nat.strong_induction_on with
  | _ N ih =>
    intro hN s hs
    by_cases hK : N ≤ Fintype.card S ^ R
    · exact ⟨N, s, hN, hK, hs, le_rfl⟩
    -- pigeonhole: some block of `R` species occurs twice in the cell
    have hb : ∃ i j : ℕ, i < j ∧ j < N ∧
        ∀ k : ℕ, k < R → s ((i : ℤ) + (k : ℤ)) = s ((j : ℤ) + (k : ℤ)) := by
      obtain ⟨x, y, hne, hxy⟩ := Fintype.exists_ne_map_eq_of_card_lt
        (fun (i : Fin N) (k : Fin R) => s (((i : ℕ) : ℤ) + ((k : ℕ) : ℤ)))
        (by simpa using not_le.mp hK)
      rcases lt_or_gt_of_ne (Fin.val_ne_of_ne hne) with h | h
      · exact ⟨x, y, h, y.isLt, fun k hk => congrFun hxy ⟨k, hk⟩⟩
      · exact ⟨y, x, h, x.isLt, fun k hk => (congrFun hxy ⟨k, hk⟩).symm⟩
    obtain ⟨i, j, hij, hjN, hblock⟩ := hb
    obtain ⟨L, rfl⟩ := Nat.exists_eq_add_of_le hij.le
    obtain ⟨L', rfl⟩ : ∃ L', N = L + L' := ⟨N - L, by omega⟩
    have hL : 0 < L := by omega
    have hL' : 0 < L' := by omega
    have hrec : ∀ k : ℕ, k < R →
        s ((i : ℤ) + (L : ℤ) + (k : ℤ)) = s ((i : ℤ) + (k : ℤ)) := by
      intro k hk
      have e := hblock k hk
      rw [Nat.cast_add] at e
      exact e.symm
    -- cut the cell there into two closed cells
    obtain ⟨t₁, p₁, e₁⟩ := exists_closed_segment f s (i : ℤ) L hL hrec
    obtain ⟨t₂, p₂, e₂⟩ := exists_closed_segment f s ((i : ℤ) + (L : ℤ)) L' hL' (by
      intro k hk
      rw [show (i : ℤ) + (L : ℤ) + (L' : ℤ) + (k : ℤ)
        = (i : ℤ) + (k : ℤ) + ((L + L' : ℕ) : ℤ) by push_cast; ring]
      exact (hs _).trans (hrec k hk).symm)
    have hsum : ∑ m ∈ range L, siteEnergy f s ((i : ℤ) + (m : ℤ))
        + ∑ m ∈ range L', siteEnergy f s ((i : ℤ) + (L : ℤ) + (m : ℤ))
        = ∑ m ∈ range (L + L'), siteEnergy f s (m : ℤ) := by
      rw [← sum_shift (siteEnergy_periodic f hs) i, sum_range_add]
      simp only [Nat.cast_add, add_assoc]
    have hE : energyPerSite f s (L + L') = (∑ m ∈ range L, siteEnergy f t₁ (m : ℤ)
        + ∑ m ∈ range L', siteEnergy f t₂ (m : ℤ)) / ((L : ℝ) + (L' : ℝ)) := by
      rw [energyPerSite, e₁, e₂, hsum, Nat.cast_add]
    -- keep the better of the two and continue
    rcases one_part_le_average (∑ m ∈ range L, siteEnergy f t₁ (m : ℤ))
      (∑ m ∈ range L', siteEnergy f t₂ (m : ℤ))
      (Nat.cast_pos.mpr hL : (0 : ℝ) < L) (Nat.cast_pos.mpr hL' : (0 : ℝ) < L') with h | h
    · obtain ⟨M, t, h1, h2, h3, h4⟩ := ih L (by omega) hL t₁ p₁
      exact ⟨M, t, h1, h2, h3, h4.trans (by rw [hE]; exact h)⟩
    · obtain ⟨M, t, h1, h2, h3, h4⟩ := ih L' (by omega) hL' t₂ p₂
      exact ⟨M, t, h1, h2, h3, h4.trans (by rw [hE]; exact h)⟩
```

This is the reduction to short cells, by strong induction on $N$. If $N\le q^R$, keep the chain. Otherwise:

1. The $N$ starting sites carry blocks of $R$ species, and only $q^R$ different blocks exist. By the pigeonhole principle two starts $i<j<N$ have the same block (`hb`).
2. Put $L=j-i$ and $L'=N-L$, both positive and smaller than $N$. The segment from $i$ to $j$ closes by the choice of $i$ and $j$. The segment from $j$ to $i+N$ closes because $s_{i+N+k}=s_{i+k}=s_{j+k}$.
3. The energies of the two closed cells add up to $\sum_{m=0}^{N-1}e_{i+m}=\Sigma_N$ (`hsum`).
4. One of them has an average no higher than $\Sigma_N/N$. The induction hypothesis `ih` applies to that cell.

## The minimum exists and a finite enumeration finds it

```lean
/-- Ground state of a chain with finite-range interactions: for a finite nonempty set of `q`
species, some chain of period at most `q ^ R` has the least energy per site among all periodic
chains of every period. -/
theorem exists_ground_state [Fintype S] [Nonempty S] (f : (Fin (R + 1) → S) → ℝ) :
    ∃ (M : ℕ) (g : ℤ → S), 0 < M ∧ M ≤ Fintype.card S ^ R ∧ Function.Periodic g (M : ℤ) ∧
      ∀ (N : ℕ) (s : ℤ → S), 0 < N → Function.Periodic s (N : ℤ) →
        energyPerSite f g M ≤ energyPerSite f s N := by
  -- cells of bounded size have finitely many energies
  have hfin : (cellEnergies f (Fintype.card S ^ R)).Finite := by
    refine (Set.finite_range (fun p : (Σ N : Fin (Fintype.card S ^ R + 1),
      (Fin (N : ℕ) → Fin (R + 1) → S)) => (∑ i, f (p.2 i)) / ((p.1 : ℕ) : ℝ))).subset ?_
    rintro E ⟨N, s, _, hN, _, rfl⟩
    exact ⟨⟨⟨N, Nat.lt_succ_of_le hN⟩, fun i k => s (((i : ℕ) : ℤ) + ((k : ℕ) : ℤ))⟩, by
      simp only [energyPerSite, siteEnergy, Finset.sum_range]⟩
  have hne : (cellEnergies f (Fintype.card S ^ R)).Nonempty :=
    ⟨_, 1, fun _ => Classical.arbitrary S, one_pos, Nat.pow_pos Fintype.card_pos,
      fun _ => rfl, rfl⟩
  obtain ⟨E, ⟨M, g, h1, h2, h3, rfl⟩, hmin⟩ := Set.exists_min_image _ id hfin hne
  refine ⟨M, g, h1, h2, h3, fun N s hN hs => ?_⟩
  obtain ⟨P, t, q1, q2, q3, q4⟩ := exists_short_cell f N hN s hs
  exact (hmin _ ⟨P, t, q1, q2, q3, rfl⟩).trans q4
```

For a finite, nonempty set of species, there is a chain `g` of period $M\le q^R$ whose energy per site is at most that of any periodic chain; `Fintype.card S` is $q$.

An energy in the bounded enumeration is fixed by $N$ and a list of $N$ windows, so there are finitely many (`hfin`). A constant chain supplies at least one (`hne`). Let $g$ attain the smallest. Any periodic $s$ has a short chain $t$ with energy no higher, so $E(g)\le E(t)\le E(s)$.

With infinitely many species a minimum may fail to exist. Take $S=\mathbb N$ and $f=1/(s_n+1)$: every periodic chain has positive energy, yet constant chains come arbitrarily close to zero.

```lean
/-- Enumeration suffices: a number is the minimum over repeat cells of at most `q ^ R` sites
exactly when it is the minimum over all periodic chains. -/
theorem enumeration_suffices [Fintype S] (f : (Fin (R + 1) → S) → ℝ) (E : ℝ) :
    IsLeast (cellEnergies f (Fintype.card S ^ R)) E ↔ IsLeast (periodicEnergies f) E := by
  constructor
  · rintro ⟨⟨N, s, h1, _, h3, h4⟩, hlow⟩
    refine ⟨⟨N, s, h1, h3, h4⟩, ?_⟩
    rintro _ ⟨P, t, p1, p2, rfl⟩
    obtain ⟨M, u, q1, q2, q3, q4⟩ := exists_short_cell f P p1 t p2
    exact (hlow ⟨M, u, q1, q2, q3, rfl⟩).trans q4
  · rintro ⟨⟨N, s, h1, h3, rfl⟩, hlow⟩
    obtain ⟨M, u, q1, q2, q3, q4⟩ := exists_short_cell f N h1 s h3
    refine ⟨⟨M, u, q1, q2, q3, le_antisymm q4 (hlow ⟨M, u, q1, q3, rfl⟩)⟩, ?_⟩
    rintro _ ⟨P, t, p1, _, p2, rfl⟩
    exact hlow ⟨P, t, p1, p2, rfl⟩
```

`IsLeast A E` says that $E$ belongs to $A$ and that no element of $A$ is smaller. The minimum over short cells is the minimum over all periodic chains, and conversely. Left to right, every periodic chain has a short one at or below it. Right to left, the short chain obtained from a minimiser cannot lie lower, so it has the same energy.

## Two species that need period 4

```lean
/-- A two-species interaction that costs one unit of energy whenever second neighbours are
equal. -/
def secondNeighbour (w : Fin 3 → Bool) : ℝ := if w 0 = w 2 then 1 else 0
```

This model interaction makes unlike second neighbours favourable and ignores first neighbours. The penalty for an equal pair sets the unit of energy.

```lean
/-- The chain `++--++--...`, in which pairs of equal species alternate. -/
def pairChain (n : ℤ) : Bool := decide (n % 4 < 2)
```

Remainders 0 and 1 modulo 4 give `true` ($+$), and 2 and 3 give `false` ($-$).

```lean
/-- The bound `q ^ R` is attained for `q = 2`, `R = 2`: with the second-neighbour interaction
the chain `++--` of period 4 has zero energy, and every chain of smaller period has positive
energy per site. -/
theorem bound_sharp :
    (Function.Periodic pairChain ((4 : ℕ) : ℤ) ∧
      energyPerSite (R := 2) secondNeighbour pairChain 4 = 0) ∧
    ∀ (N : ℕ) (s : ℤ → Bool), 0 < N → N < 4 → Function.Periodic s (N : ℤ) →
      0 < energyPerSite (R := 2) secondNeighbour s N := by
  have site : ∀ (s : ℤ → Bool) (n : ℤ),
      siteEnergy (R := 2) secondNeighbour s n = if s n = s (n + 2) then 1 else 0 := by
    intro s n
    simp [siteEnergy, secondNeighbour]
  refine ⟨⟨?_, ?_⟩, ?_⟩
  · intro n
    unfold pairChain
    rw [decide_eq_decide]
    omega
  · unfold energyPerSite
    rw [sum_eq_zero, zero_div]
    intro n _
    rw [site, if_neg]
    unfold pairChain
    rw [decide_eq_decide]
    omega
  · intro N s h0 h4 hs
    have hper : ∀ x : ℤ, s (x + (N : ℤ)) = s x := hs
    -- a period below 4 forces a pair of equal second neighbours
    have hex : ∃ n ∈ range N, s (n : ℤ) = s ((n : ℤ) + 2) := by
      have key : ∀ a b c : Bool, a ≠ c → b ≠ a → c = b := by decide
      clear hs
      interval_cases N
      · have a : s 1 = s 0 := by simpa using hper 0
        have b : s 2 = s 1 := by simpa using hper 1
        exact ⟨0, by simp, by simpa using (b.trans a).symm⟩
      · have a : s 2 = s 0 := by simpa using hper 0
        exact ⟨0, by simp, by simpa using a.symm⟩
      · have a : s 3 = s 0 := by simpa using hper 0
        have b : s 4 = s 1 := by simpa using hper 1
        by_cases h1 : s 0 = s 2
        · exact ⟨0, by simp, by simpa using h1⟩
        by_cases h2 : s 1 = s 0
        · exact ⟨1, by simp, by simpa using h2.trans a.symm⟩
        · exact ⟨2, by simp, by simpa using (key _ _ _ h1 h2).trans b.symm⟩
    obtain ⟨n, hn, he⟩ := hex
    refine div_pos (sum_pos' (fun m _ => ?_) ⟨n, hn, ?_⟩) (Nat.cast_pos.mpr h0)
    · rw [site]
      split_ifs <;> norm_num
    · rw [site, if_pos he]
      exact one_pos

end

end LatticeGroundStates
```

For $q=R=2$ the bound is $4$, and no shorter period reaches the minimum. In $++--$ a shift by two sites swaps the species, so every site energy is zero.

`interval_cases N` treats the smaller periods in turn. For $N=1$ all sites are equal, and for $N=2$ we have $s_2=s_0$. For $N=3$, zero energy would require $s_0\ne s_2$, $s_1\ne s_3=s_0$ and $s_2\ne s_4=s_1$, that is, three different species. So some site costs 1 and none is negative, which makes the average positive.

```lean
#print axioms LatticeGroundStates.energyPerSite_eq_of_periods
-- 'LatticeGroundStates.energyPerSite_eq_of_periods' depends on axioms: [propext, Classical.choice, Quot.sound]
#print axioms LatticeGroundStates.exists_ground_state
-- 'LatticeGroundStates.exists_ground_state' depends on axioms: [propext, Classical.choice, Quot.sound]
#print axioms LatticeGroundStates.enumeration_suffices
-- 'LatticeGroundStates.enumeration_suffices' depends on axioms: [propext, Classical.choice, Quot.sound]
#print axioms LatticeGroundStates.bound_sharp
-- 'LatticeGroundStates.bound_sharp' depends on axioms: [propext, Classical.choice, Quot.sound]
```
